# Under a constant finite-dimensional Hamiltonian, the probability of leaving a state is at most time squared times energy variance (ħ = 1)

Let $H$ be a Hermitian $n\times n$ matrix, $\psi$ a unit vector and $T$ a real time. With $\hbar=1$,

$$1-|\langle\psi,e^{-iTH}\psi\rangle|^2\;\le\;T^2\big(\langle\psi,H^2\psi\rangle-\langle\psi,H\psi\rangle^2\big),$$

with equality exactly when $T=0$ or the variance vanishes. The left side is the probability $P(T)$ that the system is no longer found in $\psi$. The sudden approximation leaves the state unchanged over a short interval, and the inequality bounds the resulting error when the Hamiltonian is constant during that interval and acts on a finite-dimensional space.

## A constant Hamiltonian on finitely many levels

The index type `n` labels a finite orthonormal basis, and a state is a function `n → ℂ`.

```lean
import Mathlib

open Matrix

namespace SuddenApproximation

noncomputable section

variable {n : Type*} [Fintype n] [DecidableEq n]
```

Because $H$ does not depend on time, the evolution operator is a single matrix exponential. For a varying $H(t)$ it would be a time-ordered exponential, which these theorems do not cover.

```lean
/-- The time-evolution operator `exp(-iTH)` of a constant Hamiltonian, with `ħ = 1`. -/
def propagator (H : Matrix n n ℂ) (T : ℝ) : Matrix n n ℂ :=
  NormedSpace.exp ((-(T : ℂ) * Complex.I) • H)
```

The expression `star ψ ⬝ᵥ M *ᵥ ψ` is $\langle\psi,M\psi\rangle$, so the next definition is $P(T)$. It is the stated probability when $H$ is Hermitian and $\psi$ is a unit vector, which the theorems on the bound assume.

```lean
/-- The probability that a system prepared in `ψ` is not found in `ψ` after time `T`. -/
def leavingProb (H : Matrix n n ℂ) (ψ : n → ℂ) (T : ℝ) : ℝ :=
  1 - ‖star ψ ⬝ᵥ propagator H T *ᵥ ψ‖ ^ 2
```

The variance is defined with real parts, which lose nothing for Hermitian $H$, since both expectation values are then real.

```lean
/-- The energy variance `⟨H²⟩ - ⟨H⟩²` in the state `ψ`. -/
def energyVariance (H : Matrix n n ℂ) (ψ : n → ℂ) : ℝ :=
  (star ψ ⬝ᵥ (H * H) *ᵥ ψ).re - (star ψ ⬝ᵥ H *ᵥ ψ).re ^ 2
```

Finite dimension makes the variance finite. With an unbounded Hamiltonian a state may have infinite energy variance, and the bound then says nothing.

## Hermiticity gives real energies

`H.IsHermitian` says that $H$ is an observable with real energies $E_j$ and an orthonormal eigenbasis $|j\rangle$. By hand, one expands $\psi$ in this basis and sets $p_j=|\langle j|\psi\rangle|^2\ge 0$. Then

$$\langle H\rangle=\sum_j p_jE_j,\qquad \langle H^2\rangle=\sum_j p_jE_j^2,\qquad \langle\psi,e^{-iTH}\psi\rangle=\sum_j p_j e^{-iTE_j}.$$

Two lemmas prepare this. The first exponentiates a diagonal matrix by exponentiating its diagonal entries and leaving the zeros elsewhere; the second computes an expectation value of $UDU^\dagger$, with $D$ diagonal, as a weighted sum.

```lean
/-- In the energy basis the propagator is diagonal, with the phases `exp(-iTE_j)`. -/
theorem propagator_diagonal (E : n → ℝ) (T : ℝ) :
    propagator (diagonal fun j => (E j : ℂ)) T =
      diagonal fun j => Complex.exp (((-(T * E j) : ℝ) : ℂ) * Complex.I) := by
  have hs : (-(T : ℂ) * Complex.I) • (diagonal fun j => (E j : ℂ)) =
      diagonal fun j => ((-(T * E j) : ℝ) : ℂ) * Complex.I := by
    ext i j
    by_cases h : i = j
    · subst h
      simp only [Matrix.smul_apply, diagonal_apply_eq, smul_eq_mul]
      push_cast
      ring
    · simp [h]
  rw [propagator, hs, Matrix.exp_diagonal]
  congr 1
  funext j
  rw [Complex.exp_eq_exp_ℂ]
  rw [Pi.coe_exp]

/-- For `D` diagonal, `⟨ψ, U D U† ψ⟩` is the sum of the diagonal entries of `D` multiplied by the
weights `|(U†ψ)_j|²`. -/
theorem expectation_diagonalised (U : Matrix n n ℂ) (d ψ : n → ℂ) :
    star ψ ⬝ᵥ (U * diagonal d * Uᴴ) *ᵥ ψ =
      ∑ j, (Complex.normSq ((Uᴴ *ᵥ ψ) j) : ℂ) * d j := by
  have h : star ψ ᵥ* U = star (Uᴴ *ᵥ ψ) := by
    rw [Matrix.star_mulVec, conjTranspose_conjTranspose]
  rw [← Matrix.mulVec_mulVec, ← Matrix.mulVec_mulVec, Matrix.dotProduct_mulVec, h]
  simp only [dotProduct, mulVec_diagonal, Pi.star_apply]
  refine Finset.sum_congr rfl fun j _ => ?_
  rw [Complex.normSq_eq_conj_mul_self, Complex.star_def]
  ring
```

If $H$ is not Hermitian, the bound can fail. Take the $1\times1$ matrix $H=-i\gamma$ with $\gamma>0$, a decaying level. For $T>0$ the left side is $1-e^{-2\gamma T}>0$, while the right side, as defined here, is $-\gamma^2T^2<0$.

## Normalisation makes the weights a probability distribution

The hypothesis `star ψ ⬝ᵥ ψ = 1` gives $\sum_jp_j=1$. The following theorem collects this with the three formulas above. Its proof takes $U$ and $E$ from the spectral theorem, sets $p_j=|(U^\dagger\psi)_j|^2$, and uses $e^{-iTUDU^\dagger}=Ue^{-iTD}U^\dagger$, which is the step `Matrix.exp_conj`.

```lean
/-- A unit state has a probability distribution `p` over energies `E` that gives the mean energy,
the mean squared energy and the survival amplitude at every time. -/
theorem energy_distribution {H : Matrix n n ℂ} (hH : H.IsHermitian) {ψ : n → ℂ}
    (hψ : star ψ ⬝ᵥ ψ = 1) :
    ∃ p E : n → ℝ, (∀ j, 0 ≤ p j) ∧ ∑ j, p j = 1 ∧
      star ψ ⬝ᵥ H *ᵥ ψ = ((∑ j, p j * E j : ℝ) : ℂ) ∧
      star ψ ⬝ᵥ (H * H) *ᵥ ψ = ((∑ j, p j * E j ^ 2 : ℝ) : ℂ) ∧
      ∀ T : ℝ, star ψ ⬝ᵥ propagator H T *ᵥ ψ =
        ∑ j, (p j : ℂ) * Complex.exp (((-(T * E j) : ℝ) : ℂ) * Complex.I) := by
  -- diagonalise the Hamiltonian
  obtain ⟨U, E, hU, hD⟩ : ∃ (U : Matrix n n ℂ) (E : n → ℝ), Uᴴ * U = 1 ∧
      H = U * (diagonal fun j => (E j : ℂ)) * Uᴴ :=
    ⟨hH.eigenvectorUnitary, hH.eigenvalues,
      Matrix.mem_unitaryGroup_iff'.mp hH.eigenvectorUnitary.2, hH.spectral_theorem⟩
  have hU' : U * Uᴴ = 1 := mul_eq_one_comm.mp hU
  have hinv : U⁻¹ = Uᴴ := Matrix.inv_eq_right_inv hU'
  refine ⟨fun j => Complex.normSq ((Uᴴ *ᵥ ψ) j), E, fun j => Complex.normSq_nonneg _,
    ?_, ?_, ?_, fun T => ?_⟩
  · have h := expectation_diagonalised U (fun _ => 1) ψ
    simp only [diagonal_one, mul_one, hU', one_mulVec, hψ] at h
    exact_mod_cast h.symm
  · rw [hD, expectation_diagonalised]
    push_cast
    rfl
  · have h2 : H * H = U * (diagonal fun j => (E j : ℂ) ^ 2) * Uᴴ := by
      have hd : (diagonal fun j => (E j : ℂ) ^ 2) =
          (diagonal fun j => (E j : ℂ)) * (diagonal fun j => (E j : ℂ)) := by
        rw [diagonal_mul_diagonal]
        simp only [sq]
      rw [hd, hD]
      generalize (diagonal fun j => (E j : ℂ)) = D
      calc U * D * Uᴴ * (U * D * Uᴴ) = U * D * (Uᴴ * U) * D * Uᴴ := by
            simp only [mul_assoc]
        _ = U * (D * D) * Uᴴ := by rw [hU, mul_one, mul_assoc U D D]
    rw [h2, expectation_diagonalised]
    push_cast
    rfl
  · have hp : propagator H T = U * propagator (diagonal fun j => (E j : ℂ)) T * Uᴴ := by
      have hunit : IsUnit U := ⟨⟨U, Uᴴ, hU', hU⟩, rfl⟩
      unfold propagator
      rw [← hinv, ← Matrix.exp_conj _ _ hunit, hinv, Matrix.mul_smul, Matrix.smul_mul, ← hD]
    rw [hp, propagator_diagonal, expectation_diagonalised]
```

By hand, normalisation enters when $1$ is written as $(\sum_jp_j)^2$. Separating the amplitude into real and imaginary parts gives

$$|\langle\psi,e^{-iTH}\psi\rangle|^2=\Big(\sum_jp_j\cos TE_j\Big)^2+\Big(\sum_jp_j\sin TE_j\Big)^2=\sum_{j,k}p_jp_k\cos\big(T(E_j-E_k)\big),$$

and therefore

$$P(T)=\sum_{j,k}p_jp_k\big[1-\cos\big(T(E_j-E_k)\big)\big].$$

For the variance, expanding the square gives

$$\tfrac12\sum_{j,k}p_jp_k(E_j-E_k)^2=\Big(\sum_jp_jE_j^2\Big)\Big(\sum_kp_k\Big)-\Big(\sum_jp_jE_j\Big)^2=\langle H^2\rangle-\langle H\rangle^2.$$

In the proof below, each identity `e` is this expansion, and rewriting with `h1` inserts $\sum_jp_j=1$.

```lean
/-- There are weights `p_j ≥ 0` and real numbers `E_j` such that, for every `T`, the leaving
probability is the sum of `p_j p_k (1 - cos(T(E_j - E_k)))` over all `j, k`, and `T²` times the
energy variance is the sum of `p_j p_k (T(E_j - E_k))² / 2`. -/
theorem pair_sums {H : Matrix n n ℂ} (hH : H.IsHermitian) {ψ : n → ℂ}
    (hψ : star ψ ⬝ᵥ ψ = 1) :
    ∃ p E : n → ℝ, (∀ j, 0 ≤ p j) ∧ ∀ T : ℝ,
      leavingProb H ψ T = ∑ j, ∑ k, p j * p k * (1 - Real.cos (T * E j - T * E k)) ∧
      T ^ 2 * energyVariance H ψ = ∑ j, ∑ k, p j * p k * ((T * E j - T * E k) ^ 2 / 2) := by
  obtain ⟨p, E, hp, h1, hm, hm2, hA⟩ := energy_distribution hH hψ
  refine ⟨p, E, hp, fun T => ⟨?_, ?_⟩⟩
  · have e : ∑ j, ∑ k, p j * p k * (1 - Real.cos (T * E j - T * E k)) =
        (∑ j, p j) * (∑ j, p j)
          - (∑ j, p j * Real.cos (T * E j)) * (∑ j, p j * Real.cos (T * E j))
          - (∑ j, p j * Real.sin (T * E j)) * (∑ j, p j * Real.sin (T * E j)) := by
      simp only [Finset.sum_mul_sum, ← Finset.sum_sub_distrib]
      refine Finset.sum_congr rfl fun j _ => Finset.sum_congr rfl fun k _ => ?_
      rw [Real.cos_sub]
      ring
    rw [e, h1, leavingProb, hA, Complex.sq_norm, Complex.normSq_apply]
    simp only [Complex.re_sum, Complex.im_sum, Complex.re_ofReal_mul, Complex.im_ofReal_mul,
      Complex.exp_ofReal_mul_I_re, Complex.exp_ofReal_mul_I_im, Real.cos_neg, Real.sin_neg,
      mul_neg, Finset.sum_neg_distrib]
    ring
  · have e : ∑ j, ∑ k, p j * p k * ((T * E j - T * E k) ^ 2 / 2) =
        T ^ 2 / 2 * ((∑ j, p j * E j ^ 2) * (∑ j, p j) + (∑ j, p j) * (∑ j, p j * E j ^ 2)
          - 2 * ((∑ j, p j * E j) * (∑ j, p j * E j))) := by
      simp only [Finset.sum_mul_sum]
      simp only [Finset.mul_sum, ← Finset.sum_add_distrib, ← Finset.sum_sub_distrib]
      refine Finset.sum_congr rfl fun j _ => Finset.sum_congr rfl fun k _ => ?_
      ring
    rw [e, h1, energyVariance, hm, hm2, Complex.ofReal_re, Complex.ofReal_re]
    ring
```

For an unnormalised vector the inequality can fail even when nothing evolves: with $H=0$ and $\|\psi\|^2=\tfrac12$, the left side is $\tfrac34$ and the right side is $0$.

## Real time gives real phase differences

The type `T : ℝ` describes ordinary evolution, forwards or backwards. By hand it enters through the real phase difference $x=T(E_j-E_k)$, for which

$$1-\cos x=2\sin^2(x/2)\le x^2/2.$$

Multiplying by $p_jp_k\ge0$ and summing over pairs proves the bound. The proof does the same with `Finset.sum_le_sum` and the cosine inequality.

```lean
/-- For a unit state, the probability of not being found in the initial state at time `T` is at most
`T²` times the energy variance. -/
theorem leavingProb_le {H : Matrix n n ℂ} (hH : H.IsHermitian) {ψ : n → ℂ}
    (hψ : star ψ ⬝ᵥ ψ = 1) (T : ℝ) :
    leavingProb H ψ T ≤ T ^ 2 * energyVariance H ψ := by
  obtain ⟨p, E, hp, h⟩ := pair_sums hH hψ
  rw [(h T).1, (h T).2]
  -- compare pair by pair, using `1 - x²/2 ≤ cos x`
  refine Finset.sum_le_sum fun j _ => Finset.sum_le_sum fun k _ => ?_
  refine mul_le_mul_of_nonneg_left ?_ (mul_nonneg (hp j) (hp k))
  linarith [Real.one_sub_sq_div_two_le_cos (x := T * E j - T * E k)]
```

In imaginary time, $T=-i\tau$, the evolution need not be unitary. A single level of energy $E>0$ has zero variance, yet for $\tau>0$ the left side would be $1-e^{-2\tau E}>0$.

The cosine inequality is strict for $x\ne0$. If the two sums are equal, every pair of terms must be equal, so each pair has $p_jp_k=0$ or $x=0$. Every term of $T^2$ times the variance then vanishes, which forces $T=0$ or zero variance. Conversely, in either case the right side is zero, and $P(T)\ge0$ together with the bound gives equality.

```lean
/-- The bound is an equality exactly when no time has passed or the energy variance is zero. -/
theorem leavingProb_eq_iff {H : Matrix n n ℂ} (hH : H.IsHermitian) {ψ : n → ℂ}
    (hψ : star ψ ⬝ᵥ ψ = 1) (T : ℝ) :
    leavingProb H ψ T = T ^ 2 * energyVariance H ψ ↔ T = 0 ∨ energyVariance H ψ = 0 := by
  obtain ⟨p, E, hp, h⟩ := pair_sums hH hψ
  obtain ⟨hL, hV⟩ := h T
  have hle : ∀ j k, p j * p k * (1 - Real.cos (T * E j - T * E k)) ≤
      p j * p k * ((T * E j - T * E k) ^ 2 / 2) := fun j k =>
    mul_le_mul_of_nonneg_left
      (by linarith [Real.one_sub_sq_div_two_le_cos (x := T * E j - T * E k)])
      (mul_nonneg (hp j) (hp k))
  constructor
  · intro heq
    rw [hL, hV] at heq
    -- equal sums of ordered terms force equality for every pair of levels
    have h1 := (Finset.sum_eq_sum_iff_of_le
      (fun j _ => Finset.sum_le_sum fun k _ => hle j k)).mp heq
    have h0 : T ^ 2 * energyVariance H ψ = 0 := by
      rw [hV]
      refine Finset.sum_eq_zero fun j hj => Finset.sum_eq_zero fun k hk => ?_
      have h2 := (Finset.sum_eq_sum_iff_of_le (fun k _ => hle j k)).mp (h1 j hj) k hk
      by_cases hx : T * E j - T * E k = 0
      · simp [hx]
      · have hlt := Real.one_sub_sq_div_two_lt_cos hx
        rcases mul_eq_mul_left_iff.mp h2 with h3 | h3
        · linarith
        · rw [h3, zero_mul]
    rcases mul_eq_zero.mp h0 with h3 | h3
    · exact Or.inl (pow_eq_zero_iff two_ne_zero |>.mp h3)
    · exact Or.inr h3
  · intro h0
    have hz : T ^ 2 * energyVariance H ψ = 0 := by
      rcases h0 with h0 | h0 <;> simp [h0]
    refine le_antisymm (leavingProb_le hH hψ T) ?_
    rw [hz, hL]
    exact Finset.sum_nonneg fun j _ => Finset.sum_nonneg fun k _ =>
      mul_nonneg (mul_nonneg (hp j) (hp k)) (by linarith [Real.cos_le_one (T * E j - T * E k)])
```

## Orthogonality of the evolved state

The next theorem adds the hypothesis that the survival amplitude is zero, so that the system has certainly left $\psi$. Then $P(T)=1$, and the bound becomes $1\le T^2(\langle H^2\rangle-\langle H\rangle^2)$. The proof substitutes the zero amplitude into `leavingProb_le`. Without orthogonality the conclusion fails already at $T=0$. The bound is not sharp: under these hypotheses the smallest possible value of $T^2$ times the variance is $\pi^2/4$, which is not proved here. An equal superposition of two levels with energies $a\ne b$ reaches it when $T|a-b|=\pi$.

```lean
/-- If the evolved state is orthogonal to the initial one, then `T²` times the energy variance
is at least one. -/
theorem one_le_of_orthogonal {H : Matrix n n ℂ} (hH : H.IsHermitian) {ψ : n → ℂ}
    (hψ : star ψ ⬝ᵥ ψ = 1) {T : ℝ} (h : star ψ ⬝ᵥ propagator H T *ᵥ ψ = 0) :
    1 ≤ T ^ 2 * energyVariance H ψ := by
  have hb := leavingProb_le hH hψ T
  rw [leavingProb, h] at hb
  simpa using hb
```

## Two levels with real amplitudes

Let the energies be $a,b$ and the amplitudes in the energy basis be real numbers $x,y$ with $x^2+y^2=1$. Only the two pairs of different levels contribute, so

$$P(T)=2x^2y^2\big[1-\cos\big(T(a-b)\big)\big]=4x^2y^2\sin^2\frac{T(a-b)}2,$$

and the variance is $x^2y^2(a-b)^2$. For complex amplitudes, $x^2$ and $y^2$ would become $|x|^2$ and $|y|^2$. The Lean proof computes both quantities without the spectral theorem: `propagator_diagonal` gives the phases, `q` evaluates the expectation value of a diagonal matrix, and `linear_combination` uses the normalisation `hxy`.

```lean
/-- For a two-level system with energies `a`, `b` and real amplitudes `x`, `y`, the leaving
probability is `4x²y² sin²(T(a-b)/2)` and the energy variance is `x²y²(a-b)²`. -/
theorem two_level (a b x y T : ℝ) (hxy : x ^ 2 + y ^ 2 = 1) :
    leavingProb (diagonal fun j => ((![a, b] j : ℝ) : ℂ)) ![(x : ℂ), (y : ℂ)] T =
        4 * x ^ 2 * y ^ 2 * Real.sin (T * (a - b) / 2) ^ 2 ∧
      energyVariance (diagonal fun j => ((![a, b] j : ℝ) : ℂ)) ![(x : ℂ), (y : ℂ)] =
        x ^ 2 * y ^ 2 * (a - b) ^ 2 := by
  have q : ∀ d : Fin 2 → ℂ, star ![(x : ℂ), (y : ℂ)] ⬝ᵥ diagonal d *ᵥ ![(x : ℂ), (y : ℂ)] =
      ((x ^ 2 : ℝ) : ℂ) * d 0 + ((y ^ 2 : ℝ) : ℂ) * d 1 := by
    intro d
    simp [dotProduct, mulVec_diagonal, Fin.sum_univ_two]
    ring
  constructor
  · have hs : Real.sin (T * (a - b) / 2) ^ 2 = (1 - (Real.cos (T * a) * Real.cos (T * b) +
        Real.sin (T * a) * Real.sin (T * b))) / 2 := by
      have h1 := Real.cos_two_mul (T * (a - b) / 2)
      rw [show 2 * (T * (a - b) / 2) = T * a - T * b by ring, Real.cos_sub] at h1
      linarith [Real.sin_sq_add_cos_sq (T * (a - b) / 2)]
    rw [leavingProb, propagator_diagonal, q, Complex.sq_norm, Complex.normSq_apply]
    simp only [Complex.add_re, Complex.add_im, Complex.re_ofReal_mul, Complex.im_ofReal_mul,
      Complex.exp_ofReal_mul_I_re, Complex.exp_ofReal_mul_I_im, Real.cos_neg, Real.sin_neg,
      Matrix.cons_val_zero, Matrix.cons_val_one]
    linear_combination (-(x ^ 2 + y ^ 2 + 1)) * hxy - 4 * x ^ 2 * y ^ 2 * hs
      - x ^ 4 * Real.sin_sq_add_cos_sq (T * a) - y ^ 4 * Real.sin_sq_add_cos_sq (T * b)
  · rw [energyVariance, diagonal_mul_diagonal, q, q]
    simp only [Complex.add_re, Complex.re_ofReal_mul, Complex.ofReal_re,
      Matrix.cons_val_zero, Matrix.cons_val_one]
    linear_combination (-(x ^ 2 * a ^ 2 + y ^ 2 * b ^ 2)) * hxy

end

end SuddenApproximation
```

For example, take $x=0.6$, $y=0.8$, $a=1$, $b=0$ and $T=0.5$. The variance is $0.36\cdot0.64=0.2304$, so the bound is $0.25\cdot0.2304=0.0576$. The exact leaving probability is $0.9216\,\sin^2(0.25)\approx0.0564$. At $T=\pi$ the probability is $0.9216$, while the bound is about $2.27$ and carries no information.

```lean
#print axioms SuddenApproximation.leavingProb_le
#print axioms SuddenApproximation.leavingProb_eq_iff
#print axioms SuddenApproximation.one_le_of_orthogonal
#print axioms SuddenApproximation.two_level
```

```
'SuddenApproximation.leavingProb_le' depends on axioms: [propext, Classical.choice, Quot.sound]
'SuddenApproximation.leavingProb_eq_iff' depends on axioms: [propext, Classical.choice, Quot.sound]
'SuddenApproximation.one_le_of_orthogonal' depends on axioms: [propext, Classical.choice, Quot.sound]
'SuddenApproximation.two_level' depends on axioms: [propext, Classical.choice, Quot.sound]
```
